# A gap above $Lh$ at every mesh point stays open between them, for Hermitian $H(k)$ with Lipschitz constant $L$ and every $k$ within $h/2$ of a mesh point

Let $H(k)$ be a Hermitian matrix that depends on a parameter $k$, such as the Bloch Hamiltonian along a line in the Brillouin zone. At each $k$ its eigenvalues are listed in increasing order, $E_0(k)\le E_1(k)\le\dots$, with repetition for degeneracy. The gap above level $m$ is $g_m(k)=E_{m+1}(k)-E_m(k)$. This is a direct gap, taken at one $k$; a positive value everywhere still allows the two bands to overlap in energy.

A band calculation gives $g_m$ only at mesh points, and two bands might touch between them. Suppose that $\|H(k)-H(k')\|\le L\,|k-k'|$ in the operator norm, and that every $k$ lies within $h/2$ of a mesh point. Then a gap above $Lh$ at all mesh points excludes any touching. The constant $L$ limits how fast the Hamiltonian can change with $k$; on an interval, any bound on $\|dH/dk\|$ will serve.

In electronic structure this applies to non-interacting bands computed from a finite matrix of fixed size in an orthonormal basis, such as a tight-binding model with orthonormal orbitals and finite-range hopping. A plane-wave basis chosen at each $k$ by a kinetic-energy cutoff is not covered directly: the set of plane waves changes with $k$, so the matrix can change size or jump. The step from the crystal's full Hamiltonian to that finite matrix needs its own justification.

## Levels and gaps

```lean
import Mathlib

open scoped Matrix Matrix.Norms.L2Operator

namespace BandGapMesh

noncomputable section
```

The norm $\|A\|$ of a matrix is fixed here as the operator norm, the largest factor by which $A$ stretches a vector. For a Hermitian matrix it is the largest $|E_i|$.

```lean
/-- The space of state vectors with `n` complex components. -/
abbrev State (n : ℕ) := EuclideanSpace ℂ (Fin n)
```

`State n` is $\mathbb{C}^n$ with its usual inner product. The type `Fin n` holds the indices $0,\dots,n-1$, so counting starts at zero.

```lean
/-- The energy levels of a Hermitian matrix, counted with multiplicity, in increasing order. -/
def level {n : ℕ} {A : Matrix (Fin n) (Fin n) ℂ} (hA : A.IsHermitian) (i : Fin n) : ℝ :=
  hA.eigenvalues (Tuple.sort hA.eigenvalues i)
```

`level hA i` is $E_i$. The argument `hA` is a proof that $A$ is Hermitian, and Lean reads off the matrix from it. `Tuple.sort` is the permutation that puts the eigenvalues in increasing order. A level is therefore labelled by its position in energy and not by symmetry, so two bands that cross exchange their labels at the crossing.

```lean
/-- The gap between the neighbouring sorted levels `m` and `m + 1`. -/
def gap {n : ℕ} {A : Matrix (Fin (n + 1)) (Fin (n + 1)) ℂ} (hA : A.IsHermitian)
    (m : Fin n) : ℝ :=
  level hA m.succ - level hA m.castSucc
```

The matrix now has size $n+1$, and $m$ runs over $0,\dots,n-1$, so that level $m+1$ always exists. `m.castSucc` and `m.succ` are the indices $m$ and $m+1$ among the $n+1$ levels.

## Energy in an eigenbasis

```lean
/-- The sorted levels belong to an orthonormal basis of eigenvectors. -/
theorem level_eigenbasis {n : ℕ} {A : Matrix (Fin n) (Fin n) ℂ} (hA : A.IsHermitian) :
    ∃ b : OrthonormalBasis (Fin n) ℂ (State n), ∀ i,
      Matrix.toEuclideanCLM (n := Fin n) (𝕜 := ℂ) A (b i) = (level hA i : ℂ) • b i := by
  refine ⟨hA.eigenvectorBasis.reindex (Tuple.sort hA.eigenvalues).symm, fun i => ?_⟩
  rw [OrthonormalBasis.reindex_apply, Equiv.symm_symm]
  ext k
  have h := congrFun (hA.mulVec_eigenvectorBasis (Tuple.sort hA.eigenvalues i)) k
  exact h
```

In a Lean theorem, the data and hypotheses stand before the main colon, the claim after it, and the proof after `:=`. The claim here is that there is an orthonormal basis $b_i$ with $Ab_i=E_ib_i$, where the $E_i$ are the sorted levels. `Matrix.toEuclideanCLM` turns the matrix into an operator on state vectors. The proof takes Mathlib's eigenvector basis and relabels it with the sorting permutation.

```lean
/-- If `T` has an orthonormal eigenbasis `b` with real eigenvalues `E i`, then for every vector `x`,
normalised or not, the real part of `⟨x, T x⟩` is the sum of the `E i` weighted by `|⟨b i, x⟩| ^ 2`.
-/
theorem expectation_eq_sum {n : ℕ} (T : State n →L[ℂ] State n)
    (b : OrthonormalBasis (Fin n) ℂ (State n)) (E : Fin n → ℝ)
    (h : ∀ i, T (b i) = (E i : ℂ) • b i) (x : State n) :
    (inner ℂ x (T x)).re = ∑ i, E i * ‖inner ℂ (b i) x‖ ^ 2 := by
  have h1 : T x = ∑ i, inner ℂ (b i) x • ((E i : ℂ) • b i) := by
    conv_lhs => rw [← b.sum_repr' x]
    simp only [map_sum, map_smul, h]
  rw [h1, inner_sum, Complex.re_sum]
  refine Finset.sum_congr rfl fun i _ => ?_
  rw [inner_smul_right, inner_smul_right, ← inner_conj_symm x (b i), Complex.sq_norm,
    Complex.normSq_apply]
  simp only [Complex.mul_re, Complex.mul_im, Complex.ofReal_re, Complex.ofReal_im,
    Complex.conj_re, Complex.conj_im]
  ring
```

Let $Tb_i=E_ib_i$ with real $E_i$. Expanding the state gives

$$x=\sum_i\langle b_i|x\rangle\, b_i,\qquad Tx=\sum_i\langle b_i|x\rangle\, E_i\, b_i,$$

and therefore

$$\langle x|Tx\rangle=\sum_i E_i\,\langle b_i|x\rangle\langle x|b_i\rangle=\sum_i E_i\,|\langle b_i|x\rangle|^2 .$$

This holds for every vector $x$. For $x\neq0$, the expectation value in the physical state that $x$ represents is this number divided by $\|x\|^2$. Lean takes the real part `.re` because its inner product is a complex number. In the proof, `h1` is the expansion of $Tx$, and the remaining lines compare the two sums term by term.

## How far a level can move

```lean
/-- The `m`-th sorted level of a Hermitian matrix exceeds that of another by at most the operator
norm of their difference. -/
theorem level_le_add_norm {n : ℕ} {A B : Matrix (Fin n) (Fin n) ℂ} (hA : A.IsHermitian)
    (hB : B.IsHermitian) (m : Fin n) : level hA m ≤ level hB m + ‖A - B‖ := by
  obtain ⟨a, ha⟩ := level_eigenbasis hA
  obtain ⟨b, hb⟩ := level_eigenbasis hB
  have hE : Monotone (level hA) := Tuple.monotone_sort hA.eigenvalues
  have hF : Monotone (level hB) := Tuple.monotone_sort hB.eigenvalues
  have hST : ‖Matrix.toEuclideanCLM (n := Fin n) (𝕜 := ℂ) A -
      Matrix.toEuclideanCLM (n := Fin n) (𝕜 := ℂ) B‖ = ‖A - B‖ := by
    rw [← map_sub]
    rfl
  set S := Matrix.toEuclideanCLM (n := Fin n) (𝕜 := ℂ) A
  set T := Matrix.toEuclideanCLM (n := Fin n) (𝕜 := ℂ) B
  -- `n - 1` linear conditions leave a non-zero trial state
  let c : {i : Fin n // i ≠ m} → State n := fun i => if i.1 < m then a i.1 else b i.1
  let f : State n →ₗ[ℂ] ({i : Fin n // i ≠ m} → ℂ) :=
    LinearMap.pi fun i => (innerSL ℂ (c i)).toLinearMap
  obtain ⟨x, hx, hx0⟩ : ∃ x, f x = 0 ∧ x ≠ 0 := by
    by_contra hcon
    have hinj : Function.Injective f := (injective_iff_map_eq_zero f).2 fun x hx => by
      by_contra h0
      exact hcon ⟨x, hx, h0⟩
    have hd := LinearMap.finrank_le_finrank_of_injective hinj
    rw [finrank_euclideanSpace_fin, Module.finrank_fintype_fun_eq_card] at hd
    have hc : Fintype.card {i : Fin n // i ≠ m} < Fintype.card (Fin n) :=
      Fintype.card_subtype_lt (x := m) (by simp)
    rw [Fintype.card_fin] at hc
    omega
  have hxa : ∀ i, i < m → inner ℂ (a i) x = 0 := fun i hi => by
    have h : inner ℂ (c ⟨i, hi.ne⟩) x = 0 := congrFun hx ⟨i, hi.ne⟩
    simpa only [c, if_pos hi] using h
  have hxb : ∀ i, m < i → inner ℂ (b i) x = 0 := fun i hi => by
    have h : inner ℂ (c ⟨i, hi.ne'⟩) x = 0 := congrFun hx ⟨i, hi.ne'⟩
    simpa only [c, if_neg (lt_asymm hi)] using h
  have parseval : ∀ d : OrthonormalBasis (Fin n) ℂ (State n),
      ‖x‖ ^ 2 = ∑ i, ‖inner ℂ (d i) x‖ ^ 2 := fun d => by
    have h1 : (inner ℂ x x).re = ∑ i, (1 : ℝ) * ‖inner ℂ (d i) x‖ ^ 2 :=
      expectation_eq_sum (ContinuousLinearMap.id ℂ _) d (fun _ => 1) (by simp) x
    have h2 : (inner ℂ x x).re = ‖x‖ ^ 2 := inner_self_eq_norm_sq (𝕜 := ℂ) x
    rw [← h2, h1]
    simp only [one_mul]
  -- the trial state lies high for `A` and low for `B`
  have lo : level hA m * ‖x‖ ^ 2 ≤ (inner ℂ x (S x)).re := by
    rw [expectation_eq_sum S a _ ha, parseval a, Finset.mul_sum]
    refine Finset.sum_le_sum fun i _ => ?_
    rcases lt_or_ge i m with h | h
    · simp [hxa i h]
    · exact mul_le_mul_of_nonneg_right (hE h) (by positivity)
  have hi : (inner ℂ x (T x)).re ≤ level hB m * ‖x‖ ^ 2 := by
    rw [expectation_eq_sum T b _ hb, parseval b, Finset.mul_sum]
    refine Finset.sum_le_sum fun i _ => ?_
    rcases lt_or_ge m i with h | h
    · simp [hxb i h]
    · exact mul_le_mul_of_nonneg_right (hF h) (by positivity)
  have hdiff : (inner ℂ x (S x)).re - (inner ℂ x (T x)).re ≤ ‖S - T‖ * ‖x‖ ^ 2 := by
    calc (inner ℂ x (S x)).re - (inner ℂ x (T x)).re = (inner ℂ x ((S - T) x)).re := by
          rw [sub_apply, inner_sub_right, Complex.sub_re]
      _ ≤ ‖inner ℂ x ((S - T) x)‖ := Complex.re_le_norm _
      _ ≤ ‖x‖ * ‖(S - T) x‖ := norm_inner_le_norm _ _
      _ ≤ ‖x‖ * (‖S - T‖ * ‖x‖) :=
          mul_le_mul_of_nonneg_left ((S - T).le_opNorm x) (norm_nonneg x)
      _ = ‖S - T‖ * ‖x‖ ^ 2 := by ring
  rw [← hST]
  refine le_of_mul_le_mul_right ?_ (pow_pos (norm_pos_iff.2 hx0) 2)
  rw [add_mul]
  linarith
```

The claim is $E_m\le F_m+\|A-B\|$, where $E_i$ and $F_i$ are the sorted levels of $A$ and $B$, with eigenbases $a_i$ and $b_i$.

Look for a state $x$ with

$$\langle a_i|x\rangle=0\ \text{ for } i<m,\qquad \langle b_i|x\rangle=0\ \text{ for } i>m .$$

There is one condition for each index except $m$. These $n-1$ linear conditions on an $n$-dimensional space leave a solution $x\neq0$. In $x$ only levels $E_i$ with $i\ge m$ contribute to the energy of $A$, and only levels $F_i$ with $i\le m$ contribute to that of $B$. Since $\sum_i|\langle a_i|x\rangle|^2=\sum_i|\langle b_i|x\rangle|^2=\|x\|^2$,

$$E_m\|x\|^2\le\langle x|Ax\rangle,\qquad \langle x|Bx\rangle\le F_m\|x\|^2 .$$

The Cauchy–Schwarz inequality and the definition of the operator norm give

$$\langle x|(A-B)x\rangle\le\|x\|\,\|(A-B)x\|\le\|A-B\|\,\|x\|^2 .$$

Combining the three inequalities,

$$E_m\|x\|^2\le\langle x|Bx\rangle+\langle x|(A-B)x\rangle\le\left(F_m+\|A-B\|\right)\|x\|^2,$$

and division by $\|x\|^2>0$ proves the claim.

In the Lean proof, `S` and `T` are $A$ and $B$ as operators. The family `c` lists the $n-1$ vectors to which $x$ must be orthogonal, and the linear map `f` collects the inner products with them. If only $x=0$ satisfied `f x = 0`, then `f` would be injective from dimension $n$ into dimension $n-1$, which `omega` rejects. The facts `hxa` and `hxb` recover the two sets of conditions. `parseval` is the previous theorem applied to the identity operator. The energy bounds are `lo` and `hi`, the norm estimate is `hdiff`, and the last lines combine them and cancel $\|x\|^2$.

```lean
/-- Weyl's perturbation inequality: each sorted level of a Hermitian matrix moves by at most the
operator norm of the Hermitian perturbation. -/
theorem weyl_level {n : ℕ} {A B : Matrix (Fin n) (Fin n) ℂ} (hA : A.IsHermitian)
    (hB : B.IsHermitian) (m : Fin n) : |level hA m - level hB m| ≤ ‖A - B‖ := by
  have h1 := level_le_add_norm hA hB m
  have h2 := level_le_add_norm hB hA m
  rw [norm_sub_rev] at h2
  exact abs_le.2 ⟨by linarith, by linarith⟩
```

Exchanging $A$ and $B$ gives the opposite inequality, so $|E_m-F_m|\le\|A-B\|$. This is the norm form of Weyl's inequalities, comparing levels with the same index.

## From the mesh to every $k$

```lean
/-- Let a Hermitian `H k` change in operator norm by at most `L ≥ 0` times the distance in `k`, and
let every `k` lie within `h / 2` of a mesh point. If the gap between levels `m` and `m + 1` exceeds
`L * h` at all mesh points, it is positive at every `k`. -/
theorem gap_pos_of_mesh {X : Type*} [PseudoMetricSpace X] {n : ℕ}
    {H : X → Matrix (Fin (n + 1)) (Fin (n + 1)) ℂ} (hH : ∀ k, (H k).IsHermitian)
    {L h : ℝ} (hL : 0 ≤ L) (hLip : ∀ k k', ‖H k - H k'‖ ≤ L * dist k k')
    (mesh : Set X) (hmesh : ∀ k, ∃ p ∈ mesh, dist k p ≤ h / 2) (m : Fin n)
    (hgap : ∀ p ∈ mesh, L * h < gap (hH p) m) (k : X) : 0 < gap (hH k) m := by
  obtain ⟨p, hp, hkp⟩ := hmesh k
  -- each of the two levels moves by at most `L * h / 2` from the nearest mesh point
  have h1 := abs_le.1 (weyl_level (hH k) (hH p) m.succ)
  have h2 := abs_le.1 (weyl_level (hH k) (hH p) m.castSucc)
  have h3 := hLip k p
  have h4 := mul_le_mul_of_nonneg_left hkp hL
  have h5 := hgap p hp
  unfold gap at h5 ⊢
  linarith [h1.1, h2.2]
```

The parameter space `X` is any set with a distance, where distinct points may even have distance zero. A real interval is the special case `dist k k'` $=|k-k'|$, and a region of a two- or three-dimensional Brillouin zone is also allowed. The hypotheses read as follows:

- `hH`: every $H(k)$ is Hermitian.
- `hL` and `hLip`: $L\ge0$, and $\|H(k)-H(k')\|\le L\,\mathrm{dist}(k,k')$.
- `hmesh`: every $k$ has a mesh point $p$ with $\mathrm{dist}(k,p)\le h/2$. Equal spacing is not required.
- `hgap`: $g_m(p)>Lh$ at every mesh point $p$.

The conclusion is $g_m(k)>0$ for every $k$. To see it, choose a mesh point $p$ within $h/2$ of $k$. Each of the two levels moves by at most $\|H(k)-H(p)\|\le Lh/2$ between $p$ and $k$. In the worst case the upper one falls and the lower one rises by this amount:

$$g_m(k)\ge g_m(p)-2\cdot\frac{Lh}{2}=g_m(p)-Lh>0 .$$

In Lean, `h1` and `h2` are Weyl's bound for levels $m+1$ and $m$, while `h3` and `h4` bound the norm by $Lh/2$. The tactic `linarith` then adds up the inequalities.

## A crossing that reaches the threshold

```lean
/-- The linear band crossing `diag(L k, -L k)`. -/
def crossing (L k : ℝ) : Matrix (Fin 2) (Fin 2) ℂ :=
  Matrix.diagonal ![((L * k : ℝ) : ℂ), -((L * k : ℝ) : ℂ)]
```

This is $\mathrm{diag}(Lk,-Lk)$. For $L\neq0$ it has two straight bands that cross at $k=0$; for $L=0$ they coincide everywhere. The notation `![..., ...]` lists the diagonal entries.

```lean
/-- The band-crossing matrix is Hermitian. -/
theorem crossing_isHermitian (L k : ℝ) : (crossing L k).IsHermitian :=
  Matrix.IsHermitian.ext fun i j => by
    fin_cases i <;> fin_cases j <;> simp [crossing]
```

The matrix is Hermitian because it is diagonal with real entries. `fin_cases` splits the claim into the four entries, and `simp` checks each of them.

```lean
/-- The gap of the linear band crossing is `2 |L k|`. -/
theorem crossing_gap (L k : ℝ) : gap (crossing_isHermitian L k) 0 = 2 * |L * k| := by
  have hA := crossing_isHermitian L k
  -- trace and determinant fix the two levels
  have hs : ∑ i, ((level hA i : ℝ) : ℂ) = (crossing L k).trace := by
    rw [hA.trace_eq_sum_eigenvalues]
    exact Equiv.sum_comp (Tuple.sort hA.eigenvalues) (fun i => ((hA.eigenvalues i : ℝ) : ℂ))
  have hp : ∏ i, ((level hA i : ℝ) : ℂ) = (crossing L k).det := by
    rw [hA.det_eq_prod_eigenvalues]
    exact Equiv.prod_comp (Tuple.sort hA.eigenvalues) (fun i => ((hA.eigenvalues i : ℝ) : ℂ))
  have ht : (crossing L k).trace = 0 := by simp [crossing]
  have hd : (crossing L k).det = ((-(L * k) ^ 2 : ℝ) : ℂ) := by
    rw [crossing, Matrix.det_diagonal, Fin.prod_univ_two]
    change ((L * k : ℝ) : ℂ) * -((L * k : ℝ) : ℂ) = _
    push_cast
    ring
  rw [Fin.sum_univ_two, ht] at hs
  rw [Fin.prod_univ_two, hd] at hp
  have hs' : level hA 0 + level hA 1 = 0 := by exact_mod_cast hs
  have hp' : level hA 0 * level hA 1 = -(L * k) ^ 2 := by exact_mod_cast hp
  have hmono : level hA 0 ≤ level hA 1 :=
    Tuple.monotone_sort hA.eigenvalues (by decide : (0 : Fin 2) ≤ 1)
  change level hA 1 - level hA 0 = 2 * |L * k|
  refine (sq_eq_sq₀ (by linarith) (by positivity)).1 ?_
  rw [mul_pow, sq_abs]
  linear_combination (level hA 0 + level hA 1) * hs' - 4 * hp'
```

The trace and determinant give $E_0+E_1=0$ and $E_0E_1=-(Lk)^2$. Hence

$$(E_1-E_0)^2=(E_0+E_1)^2-4E_0E_1=4(Lk)^2,$$

and since $E_1\ge E_0$, the gap is $2|Lk|$. The two relations are `hs'` and `hp'` in the proof, the ordering is `hmono`, and `linear_combination` carries out the displayed identity.

```lean
/-- For `L ≥ 0` and `h > 0`, the crossing `diag(L k, -L k)` is Lipschitz with constant `L`, every
`k` in `[-h, h]` lies within `h / 2` of one of the mesh points `h / 2` and `-h / 2`, and the gap
equals `L * h` at both, yet it vanishes at `k = 0`. -/
theorem mesh_threshold_sharp {L h : ℝ} (hL : 0 ≤ L) (hh : 0 < h) :
    (∀ k k', ‖crossing L k - crossing L k'‖ ≤ L * |k - k'|) ∧
    (∀ k : ℝ, |k| ≤ h → |k - h / 2| ≤ h / 2 ∨ |k - -(h / 2)| ≤ h / 2) ∧
    gap (crossing_isHermitian L (h / 2)) 0 = L * h ∧
    gap (crossing_isHermitian L (-(h / 2))) 0 = L * h ∧
    gap (crossing_isHermitian L 0) 0 = 0 := by
  have hLH : 0 ≤ L * (h / 2) := by positivity
  refine ⟨fun k k' => ?_, fun k hk => ?_, ?_, ?_, ?_⟩
  · have e : crossing L k - crossing L k' = crossing L (k - k') := by
      ext i j
      fin_cases i <;> fin_cases j <;> simp [crossing] <;> ring
    have hn : ‖((L * (k - k') : ℝ) : ℂ)‖ = L * |k - k'| := by
      rw [Complex.norm_real, Real.norm_eq_abs, abs_mul, abs_of_nonneg hL]
    rw [e, crossing, Matrix.l2_opNorm_diagonal, pi_norm_le_iff_of_nonneg (by positivity)]
    intro i
    fin_cases i
    · exact hn.le
    · exact ((norm_neg _).trans hn).le
  · obtain ⟨h1, h2⟩ := abs_le.1 hk
    rcases le_total 0 k with h0 | h0
    · exact Or.inl (abs_le.2 ⟨by linarith, by linarith⟩)
    · exact Or.inr (abs_le.2 ⟨by linarith, by linarith⟩)
  · rw [crossing_gap, abs_of_nonneg hLH]
    ring
  · rw [crossing_gap, mul_neg, abs_neg, abs_of_nonneg hLH]
    ring
  · rw [crossing_gap]
    simp

end

end BandGapMesh
```

For $L\ge0$ and $h>0$ the theorem joins five statements with `∧`, meaning "and":

1. The difference of two such matrices is $\mathrm{diag}(L(k-k'),-L(k-k'))$, whose norm is $L|k-k'|$. The Lipschitz condition therefore holds with constant $L$.
2. Every $k$ in $[-h,h]$ lies within $h/2$ of $h/2$ (if $k\ge0$) or of $-h/2$ (if $k\le0$).
3. At $k=h/2$ the gap is $2L\cdot h/2=Lh$.
4. At $k=-h/2$ it is also $Lh$.
5. At $k=0$ it is zero.

On the interval $[-h,h]$ with these two mesh points, every hypothesis of `gap_pos_of_mesh` holds except the strict inequality in `hgap`, and the conclusion fails. A gap of at least $Lh$ at the mesh points is therefore not enough, and neither is a gap above some $c<Lh$. A particular Hamiltonian may still stay gapped with smaller values on the mesh, but $L$ and $h$ alone do not guarantee it.

```lean
#print axioms BandGapMesh.gap_pos_of_mesh
#print axioms BandGapMesh.mesh_threshold_sharp
```

```
'BandGapMesh.gap_pos_of_mesh' depends on axioms: [propext, Classical.choice, Quot.sound]
'BandGapMesh.mesh_threshold_sharp' depends on axioms: [propext, Classical.choice, Quot.sound]
```
